# Adding a vector multiplies the overlap determinant by its squared distance from the span of the others

Before a function φ_0 is added to a non-orthogonal basis φ_1, …, φ_N, it is worth knowing how much of it the basis already contains. Two overlap determinants answer this: the one with φ_0 divided by the one without it is d², where d is the distance from φ_0 to the span of the others, provided the determinant without φ_0 is nonzero. If φ_0 is normalised, d² lies between 0 (nothing new) and 1 (orthogonal to the basis).

```lean
import Mathlib

open scoped ComplexConjugate

namespace OverlapDistance

noncomputable section

variable {E : Type*} [NormedAddCommGroup E] [InnerProductSpace ℂ E]
```

The vectors live in `E`, a complex inner-product space of any dimension, which need not be complete. The inner product is conjugate-linear in its first slot and linear in its second, like ⟨x|y⟩ in quantum mechanics.

```lean
/-- The overlap (Gram) matrix of a finite list of vectors, with entries `⟨φ i, φ j⟩`. -/
def overlap {n : ℕ} (φ : Fin n → E) : Matrix (Fin n) (Fin n) ℂ :=
  Matrix.of fun i j => inner ℂ (φ i) (φ j)
```

A list of n vectors is a function `φ : Fin n → E`, where `Fin n` is the index set 0, …, n−1. Its overlap matrix S has the entries

S_ij = ⟨φ_i, φ_j⟩.

The vectors need not be normalised or linearly independent. For an empty list, det S = 1.

```lean
/-- The distance from a vector `x` to the complex linear span of a set `S` of vectors. -/
def distToSpan (x : E) (S : Set E) : ℝ :=
  Metric.infDist x (Submodule.span ℂ S : Set E)
```

This is the infimum of the distances from x to the points of the span, which is attained when S is finite:

distToSpan(x, S) = inf { ‖x − y‖ : y in the complex span of S }.

Here S is a set of vectors, not the overlap matrix. If it is empty, its span is {0} and the distance is ‖x‖.

```lean
/-- If `φ 0` is a combination of the other vectors plus a residual `r` orthogonal to all of them,
the overlap determinant is `‖r‖²` times the overlap determinant of the others. -/
theorem det_overlap_of_residual {N : ℕ} (φ : Fin (N + 1) → E) (c : Fin N → ℂ) (r : E)
    (h0 : φ 0 = r + ∑ j, c j • φ j.succ)
    (hr : ∀ j : Fin N, inner ℂ r (φ j.succ) = 0) :
    (overlap φ).det = ((‖r‖ ^ 2 : ℝ) : ℂ) * (overlap fun j : Fin N => φ j.succ).det := by
  -- subtract the conjugate-weighted other rows from row 0
  let a : Fin (N + 1) → ℂ := Fin.cons 1 (fun j => -conj (c j))
  have hdet := Matrix.det_updateRow_sum (overlap φ) 0 a
  have hrow : ∑ k, a k • overlap φ k = fun j => inner ℂ r (φ j) := by
    ext j
    have hres : r = φ 0 - ∑ j, c j • φ j.succ := eq_sub_of_add_eq h0.symm
    rw [hres, inner_sub_left, sum_inner]
    simp [a, overlap, Fin.sum_univ_succ, inner_smul_left, Finset.sum_apply, sub_eq_add_neg]
  have ha : a 0 = 1 := by simp [a]
  have hr0 : inner ℂ r (φ 0) = ((‖r‖ ^ 2 : ℝ) : ℂ) := by
    rw [h0, inner_add_right, inner_sum]
    simp [inner_smul_right, hr, inner_self_eq_norm_sq_to_K]
  rw [hrow, ha, one_smul] at hdet
  -- the new row 0 is zero outside column 0, so expand along it
  have hsub : ((overlap φ).updateRow 0 (fun j => inner ℂ r (φ j))).submatrix
      Fin.succ (Fin.succAbove 0) = overlap fun j : Fin N => φ j.succ := by
    ext i j
    simp [overlap, Matrix.updateRow_apply]
  rw [← hdet, Matrix.det_succ_row_zero, Fin.sum_univ_succ, hsub]
  simp [Matrix.updateRow_self, hr, hr0]
```

The named assumptions `h0` and `hr` say that

φ_0 = r + Σ_j c_j φ_{j+1},  ⟨r, φ_{j+1}⟩ = 0,  j = 0, …, N−1.

In Lean, `j.succ` is the index j+1. The conclusion is

det S(φ_0, …, φ_N) = ‖r‖² det S(φ_1, …, φ_N).

By hand, subtract c_j* times row j+1 from row 0, for every j. This leaves the determinant unchanged, and the new entry in column k is

⟨φ_0, φ_k⟩ − Σ_j c_j* ⟨φ_{j+1}, φ_k⟩ = ⟨r, φ_k⟩.

The conjugates come from the first slot of the inner product. For k ≥ 1 the entry is zero. For k = 0 it is

⟨r, φ_0⟩ = ⟨r, r⟩ + Σ_j c_j ⟨r, φ_{j+1}⟩ = ‖r‖².

Expanding along row 0 leaves ‖r‖² times the determinant of the remaining block, which is the overlap matrix of the other vectors.

In the proof, `a` holds the row weights (1, −c_0*, −c_1*, …), and `Matrix.det_updateRow_sum` performs the row operation. `hrow` and `hr0` compute the new entries, `hsub` identifies the remaining block, and `Matrix.det_succ_row_zero` is the expansion. The notation `((‖r‖ ^ 2 : ℝ) : ℂ)` means a real number regarded as a complex one.

```lean
/-- If `p` lies in a subspace `W` and `x - p` is orthogonal to `W`, then the distance from `x`
to `W` is the norm of `x - p`. -/
theorem infDist_eq_norm_residual (W : Submodule ℂ E) {x p : E} (hp : p ∈ W)
    (h : ∀ w ∈ W, inner ℂ (x - p) w = 0) :
    Metric.infDist x (W : Set E) = ‖x - p‖ := by
  apply le_antisymm
  · rw [← dist_eq_norm]
    exact Metric.infDist_le_dist_of_mem hp
  · refine (Metric.le_infDist ⟨p, hp⟩).2 fun y hy => ?_
    rw [dist_eq_norm]
    -- Pythagoras for x - y = (x - p) + (p - y)
    have hpy : inner ℂ (x - p) (p - y) = 0 := h _ (W.sub_mem hp hy)
    have key := norm_add_sq (𝕜 := ℂ) (x - p) (p - y)
    rw [hpy, sub_add_sub_cancel, map_zero] at key
    nlinarith [norm_nonneg (x - p), norm_nonneg (x - y), sq_nonneg ‖p - y‖]
```

The norm of an orthogonal residual is a distance. Let p lie in the subspace W, with x − p orthogonal to W. For any y in W, the vector p − y is also in W, so Pythagoras gives

‖x − y‖² = ‖x − p‖² + ‖p − y‖² ≥ ‖x − p‖².

No point of W is closer to x than p, and p itself attains the bound. `le_antisymm` splits the equality into these two inequalities. `norm_add_sq` expands the square, `hpy` removes the cross term, and `nlinarith` passes from squares back to norms.

```lean
/-- The overlap determinant of `φ 0, …, φ N` is the squared distance from `φ 0` to the span of
the other vectors, times the overlap determinant of those others. -/
theorem det_overlap_eq_dist_sq_mul {N : ℕ} (φ : Fin (N + 1) → E) :
    (overlap φ).det =
      ((distToSpan (φ 0) (Set.range fun j : Fin N => φ j.succ) ^ 2 : ℝ) : ℂ) *
        (overlap fun j : Fin N => φ j.succ).det := by
  let W : Submodule ℂ E := Submodule.span ℂ (Set.range fun j : Fin N => φ j.succ)
  have : FiniteDimensional ℂ W := FiniteDimensional.span_of_finite ℂ (Set.finite_range _)
  have : CompleteSpace W := FiniteDimensional.complete ℂ W
  -- p is the orthogonal projection of φ 0 on the span
  obtain ⟨p, hp, hperp⟩ : ∃ p ∈ W, φ 0 - p ∈ W.orthogonal :=
    Submodule.HasOrthogonalProjection.exists_orthogonal (φ 0)
  have horth : ∀ w ∈ W, inner ℂ (φ 0 - p) w = 0 := (Submodule.mem_orthogonal' W _).1 hperp
  obtain ⟨c, hc⟩ := (Submodule.mem_span_range_iff_exists_fun ℂ).1 hp
  have hd : distToSpan (φ 0) (Set.range fun j : Fin N => φ j.succ) = ‖φ 0 - p‖ :=
    infDist_eq_norm_residual W hp horth
  rw [hd]
  refine det_overlap_of_residual φ c (φ 0 - p) ?_ fun j =>
    horth _ (Submodule.subset_span ⟨j, rfl⟩)
  rw [hc, sub_add_cancel]
```

This is the main theorem, with no assumption on the vectors:

det S(φ_0, …, φ_N) = d² det S(φ_1, …, φ_N).

The span of finitely many vectors is finite-dimensional and therefore complete, so φ_0 has an orthogonal projection p on it. Write p = Σ_j c_j φ_{j+1} and r = φ_0 − p. The row reduction gives the factor ‖r‖², and Pythagoras gives ‖r‖ = d. `obtain` extracts p and then the coefficients, which need not be unique. For N = 0 the formula reads ‖φ_0‖² = ‖φ_0‖² · 1.

For a single Slater determinant of finitely many spin orbitals, with the usual prefactor 1/√(n!), the squared norm is det S; this standard identity is not in the file, but with it the theorem says that adding the spin orbital φ_0 multiplies the squared norm by d².

```lean
/-- When the overlap determinant of the other vectors is nonzero, the squared distance from `φ 0`
to their span is the ratio of the two overlap determinants. -/
theorem dist_sq_eq_det_ratio {N : ℕ} (φ : Fin (N + 1) → E)
    (h : (overlap fun j : Fin N => φ j.succ).det ≠ 0) :
    ((distToSpan (φ 0) (Set.range fun j : Fin N => φ j.succ) ^ 2 : ℝ) : ℂ) =
      (overlap φ).det / (overlap fun j : Fin N => φ j.succ).det := by
  rw [eq_div_iff h]
  exact (det_overlap_eq_dist_sq_mul φ).symm
```

Dividing gives the ratio from the opening:

d² = det S(φ_0, …, φ_N) / det S(φ_1, …, φ_N).

For two normalised functions with overlap s, this is d² = 1 − |s|².

The hypothesis `h` says that the denominator is nonzero. To see what fails without it, take φ_1 = φ_2 = u and let v be orthogonal to u, both of unit length. For φ_0 = v and for φ_0 = 2v, both determinants vanish, yet d² is 1 in the first case and 4 in the second. The two determinants then no longer fix the distance. The theorem also says nothing about rounding errors, which can be large when the overlap matrix is ill-conditioned.

```lean
/-- The overlap determinant is the product, over all vectors in the list, of the squared distance
from each vector to the span of those that come after it. -/
theorem det_overlap_eq_prod_dist_sq {N : ℕ} (φ : Fin N → E) :
    (overlap φ).det = ((∏ k, distToSpan (φ k) (φ '' Set.Ioi k) ^ 2 : ℝ) : ℂ) := by
  induction N with
  | zero => simp
  | succ N ih =>
    -- the successors of a vector are the same in the full and in the shortened list
    have h0 : φ '' Set.Ioi 0 = Set.range fun j : Fin N => φ j.succ := by
      ext x
      constructor
      · rintro ⟨i, hi, rfl⟩
        obtain ⟨j, rfl⟩ := Fin.exists_succ_eq.2 (Set.mem_Ioi.1 hi).ne'
        exact ⟨j, rfl⟩
      · rintro ⟨j, rfl⟩
        exact ⟨j.succ, Fin.succ_pos j, rfl⟩
    have hs : ∀ k : Fin N,
        φ '' Set.Ioi k.succ = (fun j : Fin N => φ j.succ) '' Set.Ioi k := by
      intro k
      ext x
      constructor
      · rintro ⟨i, hi, rfl⟩
        obtain ⟨j, rfl⟩ := Fin.exists_succ_eq.2 ((Fin.succ_pos k).trans (Set.mem_Ioi.1 hi)).ne'
        exact ⟨j, Fin.succ_lt_succ_iff.1 (Set.mem_Ioi.1 hi), rfl⟩
      · rintro ⟨j, hj, rfl⟩
        exact ⟨j.succ, Fin.succ_lt_succ_iff.2 (Set.mem_Ioi.1 hj), rfl⟩
    rw [det_overlap_eq_dist_sq_mul, ih, Fin.prod_univ_succ]
    simp only [h0, hs, Complex.ofReal_mul]
```

Now the list is φ_0, …, φ_{N−1}. The set `φ '' Set.Ioi k` contains the vectors φ_i with i > k. If d_k is the distance from φ_k to their span, then

det S = d_0² d_1² ⋯ d_{N−1}².

The last factor is ‖φ_{N−1}‖², since nothing comes after that vector. By hand, one splits off φ_0 with the main theorem, then φ_1, and so on. Lean does this by induction on N, with `h0` and `hs` checking that the later vectors are the same in the full and the shortened list. The formula shows that det S is real and non-negative.

```lean
/-- Hadamard's inequality for overlaps: the modulus of the overlap determinant is at most the
product of the squared norms of the vectors. -/
theorem hadamard_overlap {N : ℕ} (φ : Fin N → E) :
    ‖(overlap φ).det‖ ≤ ∏ k, ‖φ k‖ ^ 2 := by
  rw [det_overlap_eq_prod_dist_sq, Complex.norm_real,
    Real.norm_of_nonneg (Finset.prod_nonneg fun k _ => sq_nonneg _)]
  refine Finset.prod_le_prod (fun k _ => sq_nonneg _) fun k _ =>
    pow_le_pow_left₀ Metric.infDist_nonneg ?_ 2
  -- the zero vector lies in every span
  have h := Metric.infDist_le_dist_of_mem (x := φ k)
    (Submodule.zero_mem (Submodule.span ℂ (φ '' Set.Ioi k)))
  rwa [dist_zero_right] at h

end

end OverlapDistance
```

The zero vector lies in every span, so d_k ≤ ‖φ_k‖, and multiplying these bounds gives

|det S| ≤ ‖φ_0‖² ‖φ_1‖² ⋯ ‖φ_{N−1}‖².

For normalised vectors the right-hand side is 1. This is Hadamard's inequality for overlap matrices, not for arbitrary square matrices, and without the conditions for equality.

The same argument gives a sharper bound for normalised vectors if the zero vector is replaced by the projection of φ_k on its successor φ_{k+1}. Then d_k² ≤ 1 − |⟨φ_k, φ_{k+1}⟩|² for every k < N−1, and det S is at most the product of these factors.

```lean
#print axioms OverlapDistance.det_overlap_eq_dist_sq_mul
#print axioms OverlapDistance.dist_sq_eq_det_ratio
#print axioms OverlapDistance.hadamard_overlap
```

```
'OverlapDistance.det_overlap_eq_dist_sq_mul' depends on axioms: [propext, Classical.choice, Quot.sound]
'OverlapDistance.dist_sq_eq_det_ratio' depends on axioms: [propext, Classical.choice, Quot.sound]
'OverlapDistance.hadamard_overlap' depends on axioms: [propext, Classical.choice, Quot.sound]
```
